# Kato transport along a differentiable path of projectors is unitary and follows the projected subspace

## Eigenvectors that jump between steps

Diagonalise a Hamiltonian at successive values of a parameter \(t\), and each call to the eigensolver returns eigenvectors with arbitrary phases. Within a degenerate level it may also return any unitary mixture. A finite difference of such vectors can be dominated by these arbitrary choices, even when the subspace they span moves smoothly.

The projector \(P(t)\) onto the subspace is free of this ambiguity. Kato's equation uses \(P\) and its derivative to define a moving frame. For occupied orbitals in a finite, fixed orthonormal basis, this gives a smooth way to follow the occupied space along a path of Hamiltonians, provided that the occupied projector itself varies smoothly. Where an occupied and an empty level cross, the projector can jump, and the equation does not apply there.

## The transport equation and what is assumed

Let \(P(t)\) be a differentiable path of complex \(n\times n\) matrices with \(P^\dagger=P\) and \(P^2=P\) for every real \(t\). Define

\[
A=P'P-PP',\qquad U'=AU,\qquad U(0)=1 .
\]

Then, for every \(t\),

\[
A^\dagger=-A,\qquad U^\dagger U=1,\qquad U^\dagger P(t)U=P(0).
\]

With \(\hbar=1\), the transport equation is a Schrödinger equation with Hamiltonian \(iA\).

In Lean, `IsProjectorPath P P'` holds the conditions on the projector. `P'` is a separate function, which the field `deriv` ties to the derivative of `P`. `katoGenerator` is \(A\), `IsKatoTransport P P' U` holds the equation for \(U\) with its initial value, and `ᴴ` is the adjoint. The index type `n` is finite, and `HasMatrixDeriv` differentiates entry by entry, so no matrix norm has to be chosen.

The solution \(U\) is a hypothesis; its existence is not derived. Nor does a physical Hamiltonian, an energy gap or a slow-driving limit appear. The result concerns the geometry of the subspace, whereas an adiabatic theorem would compare this transport with the actual time evolution.

## Two conserved matrices

Differentiating \(P^2=P\) gives

\[
P'P+PP'=P'.
\]

Multiplying by \(P\) on both sides gives \(PP'P+PP'P=PP'P\), hence \(PP'P=0\). For an occupied-space projector, this says that the first-order response has no occupied–occupied block.

Differentiating \(P^\dagger=P\) gives \(P'^\dagger=P'\), so

\[
A^\dagger=PP'-P'P=-A .
\]

The commutator of \(A\) with \(P\) is

\[
AP-PA=P'P+PP'-2PP'P=P'.
\]

Now differentiate the two products:

\[
(U^\dagger U)'=U^\dagger(A^\dagger+A)U=0,
\]

\[
(U^\dagger PU)'=U^\dagger(A^\dagger P+P'+PA)U
=U^\dagger\bigl(P'-(AP-PA)\bigr)U=0 .
\]

Both products keep their values at \(t=0\), which are \(1\) and \(P(0)\).

Since \(U\) is a finite square matrix, \(UU^\dagger=1\) as well. Therefore

\[
PU=UU^\dagger PU=UP(0).
\]

A state that starts in the subspace stays in the moving subspace. Its velocity has no component there:

\[
PU'P(0)=PAUP(0)=PAPU=(PP'P-PP'P)U=0 .
\]

This is the parallel-transport condition.

## A line turned to the direction (3/5, 4/5)

Take the projector onto the line at angle \(t\) in the plane, at the moment when \(\cos t=3/5\) and \(\sin t=4/5\):

\[
P=\frac1{25}\begin{pmatrix}9&12\\12&16\end{pmatrix},\qquad
P'=\frac1{25}\begin{pmatrix}-24&-7\\-7&24\end{pmatrix}.
\]

Multiplication gives

\[
P'P=\frac1{25}\begin{pmatrix}-12&-16\\9&12\end{pmatrix},\qquad
PP'=\frac1{25}\begin{pmatrix}-12&9\\-16&12\end{pmatrix},
\]

\[
A=\begin{pmatrix}0&-1\\1&0\end{pmatrix}.
\]

The transport is the rotation \(U=\frac15\begin{pmatrix}3&-4\\4&3\end{pmatrix}\). It sends the initial state \((1,0)\) to \((3/5,4/5)\), whose velocity \((-4/5,3/5)\) is perpendicular to the line.

## Aligning orbitals between steps

Let the columns of \(C_k\) be the aligned orthonormal orbitals at step \(k\), and let those of \(D\) be the raw orthonormal orbitals at step \(k+1\). A code can form the overlap, take its singular value decomposition and rotate the raw orbitals:

\[
D^\dagger C_k=V\Sigma W^\dagger,\qquad C_{k+1}=DVW^\dagger .
\]

If the overlap is invertible, this is the projection of \(C_k\) onto the new subspace followed by symmetric orthonormalisation. For a smooth path and a small step \(h\), it gives \(C_{k+1}=C_k+hP'C_k+O(h^2)\). This agrees with Kato's equation to first order, because \(AC_k=P'C_k\) on the subspace.

## The complete Lean file

```lean
import Mathlib

open Matrix

namespace KatoTransport

noncomputable section

variable {n : Type*}

/-- The matrix path `F` has derivative `F'` at time `t`, entry by entry. -/
def HasMatrixDeriv (F : ℝ → Matrix n n ℂ) (F' : Matrix n n ℂ) (t : ℝ) : Prop :=
  ∀ i j, HasDerivAt (fun s => F s i j) (F' i j) t

/-- The adjoint of a differentiable matrix path has the adjoint derivative. -/
theorem HasMatrixDeriv.conjTranspose {F : ℝ → Matrix n n ℂ} {F' : Matrix n n ℂ} {t : ℝ}
    (hF : HasMatrixDeriv F F' t) : HasMatrixDeriv (fun s => (F s)ᴴ) F'ᴴ t := by
  intro i j
  exact (hF j i).star

/-- A matrix path whose derivative vanishes at all times keeps its initial value. -/
theorem eq_initial_of_deriv_zero {F : ℝ → Matrix n n ℂ}
    (h : ∀ t, HasMatrixDeriv F 0 t) (t : ℝ) : F t = F 0 := by
  ext i j
  exact is_const_of_deriv_eq_zero (f := fun s => F s i j)
    (fun s => (h s i j).differentiableAt) (fun s => (h s i j).deriv) t 0

variable [Fintype n]

/-- The product rule for matrix paths, with the order of the factors kept. -/
theorem HasMatrixDeriv.mul {F G : ℝ → Matrix n n ℂ} {F' G' : Matrix n n ℂ} {t : ℝ}
    (hF : HasMatrixDeriv F F' t) (hG : HasMatrixDeriv G G' t) :
    HasMatrixDeriv (fun s => F s * G s) (F' * G t + F t * G') t := by
  intro i j
  have h : HasDerivAt (fun s => ∑ k, F s i k * G s k j)
      (∑ k, (F' i k * G t k j + F t i k * G' k j)) t :=
    HasDerivAt.fun_sum fun k _ => (hF i k).fun_mul (hG k j)
  simpa only [Matrix.add_apply, Matrix.mul_apply, Finset.sum_add_distrib] using h

/-- A differentiable path `P` of Hermitian projectors with derivative `P'`. -/
structure IsProjectorPath (P P' : ℝ → Matrix n n ℂ) : Prop where
  deriv : ∀ t, HasMatrixDeriv P (P' t) t
  herm : ∀ t, (P t)ᴴ = P t
  idem : ∀ t, P t * P t = P t

/-- The matrix `A = P'P - PP'`, for given square matrices `P` and `P'`. It is Kato's generator when
`P` is the projector at some time and `P'` its derivative there. -/
def katoGenerator (P P' : Matrix n n ℂ) : Matrix n n ℂ := P' * P - P * P'

variable [DecidableEq n]

/-- The path `U` solves Kato's equation `U' = AU` and starts at the identity. -/
structure IsKatoTransport (P P' U : ℝ → Matrix n n ℂ) : Prop where
  deriv : ∀ t, HasMatrixDeriv U (katoGenerator (P t) (P' t) * U t) t
  init : U 0 = 1

variable {P P' U : ℝ → Matrix n n ℂ}

/-- The derivative of a projector obeys `P'P + PP' = P'`, and its block inside the
projected subspace vanishes: `PP'P = 0`. -/
theorem projector_response (hP : IsProjectorPath P P') (t : ℝ) :
    P' t * P t + P t * P' t = P' t ∧ P t * P' t * P t = 0 := by
  -- differentiate `P² = P`
  have h := (hP.deriv t).mul (hP.deriv t)
  simp only [hP.idem] at h
  have L : P' t * P t + P t * P' t = P' t := by
    ext i j
    exact (h i j).unique (hP.deriv t i j)
  refine ⟨L, ?_⟩
  -- sandwiching the relation between projectors doubles the block
  have e : P t * P' t * P t = P t * P' t * P t + P t * P' t * P t := by
    calc P t * P' t * P t = P t * (P' t * P t + P t * P' t) * P t := by rw [L]
      _ = P t * P' t * (P t * P t) + (P t * P t) * P' t * P t := by noncomm_ring
      _ = _ := by rw [hP.idem]
  exact add_left_cancel (a := P t * P' t * P t) (by rw [add_zero]; exact e.symm)

omit [DecidableEq n] in
/-- Kato's generator is anti-Hermitian. -/
theorem katoGenerator_antiHermitian (hP : IsProjectorPath P P') (t : ℝ) :
    (katoGenerator (P t) (P' t))ᴴ = -katoGenerator (P t) (P' t) := by
  -- differentiate `P* = P`
  have h := (hP.deriv t).conjTranspose
  simp only [hP.herm] at h
  have h' : (P' t)ᴴ = P' t := by
    ext i j
    exact (h i j).unique (hP.deriv t i j)
  simp only [katoGenerator, Matrix.conjTranspose_sub, Matrix.conjTranspose_mul, hP.herm, h']
  exact (neg_sub _ _).symm

/-- The commutator of Kato's generator with the projector is the projector's derivative. -/
theorem katoGenerator_commutator (hP : IsProjectorPath P P') (t : ℝ) :
    katoGenerator (P t) (P' t) * P t - P t * katoGenerator (P t) (P' t) = P' t := by
  obtain ⟨L, Z⟩ := projector_response hP t
  calc _ = P' t * (P t * P t) + (P t * P t) * P' t
        - (P t * P' t * P t + P t * P' t * P t) := by
        unfold katoGenerator
        noncomm_ring
    _ = P' t := by rw [hP.idem, Z, add_zero, sub_zero, L]

/-- Kato transport: the generator is anti-Hermitian, `U` is unitary, and `U` carries the
moving projector back to the initial one, at every time. -/
theorem kato_transport (hP : IsProjectorPath P P') (hU : IsKatoTransport P P' U) (t : ℝ) :
    (katoGenerator (P t) (P' t))ᴴ = -katoGenerator (P t) (P' t) ∧
      (U t)ᴴ * U t = 1 ∧ (U t)ᴴ * P t * U t = P 0 := by
  refine ⟨katoGenerator_antiHermitian hP t, ?_, ?_⟩
  · -- `U*U` is conserved
    have h : ∀ r, HasMatrixDeriv (fun s => (U s)ᴴ * U s) 0 r := by
      intro r
      have h := (hU.deriv r).conjTranspose.mul (hU.deriv r)
      have z : (katoGenerator (P r) (P' r) * U r)ᴴ * U r
          + (U r)ᴴ * (katoGenerator (P r) (P' r) * U r) = 0 := by
        rw [Matrix.conjTranspose_mul, katoGenerator_antiHermitian hP]
        noncomm_ring
      simpa only [z] using h
    simpa [hU.init] using eq_initial_of_deriv_zero h t
  · -- `U*PU` is conserved, by the commutator relation
    have h : ∀ r, HasMatrixDeriv (fun s => (U s)ᴴ * P s * U s) 0 r := by
      intro r
      have h := ((hU.deriv r).conjTranspose.mul (hP.deriv r)).mul (hU.deriv r)
      have z : ((katoGenerator (P r) (P' r) * U r)ᴴ * P r + (U r)ᴴ * P' r) * U r
          + (U r)ᴴ * P r * (katoGenerator (P r) (P' r) * U r) = 0 := by
        rw [Matrix.conjTranspose_mul, katoGenerator_antiHermitian hP]
        calc _ = (U r)ᴴ * (P' r - (katoGenerator (P r) (P' r) * P r
              - P r * katoGenerator (P r) (P' r))) * U r := by noncomm_ring
          _ = 0 := by rw [katoGenerator_commutator hP, sub_self, mul_zero, zero_mul]
      simpa only [z] using h
    simpa [hU.init] using eq_initial_of_deriv_zero h t

/-- Projecting after the transport equals transporting after the initial projection. -/
theorem transport_intertwines (hP : IsProjectorPath P P') (hU : IsKatoTransport P P' U)
    (t : ℝ) : P t * U t = U t * P 0 := by
  obtain ⟨-, h1, h2⟩ := kato_transport hP hU t
  have h3 : U t * (U t)ᴴ = 1 := mul_eq_one_comm.mp h1
  calc P t * U t = (U t * (U t)ᴴ) * (P t * U t) := by rw [h3, one_mul]
    _ = U t * ((U t)ᴴ * P t * U t) := by noncomm_ring
    _ = U t * P 0 := by rw [h2]

/-- Parallel transport: the velocity `U' = AU` of states that start in the projected
subspace has no component in the current subspace. -/
theorem transport_parallel (hP : IsProjectorPath P P') (hU : IsKatoTransport P P' U)
    (t : ℝ) : P t * (katoGenerator (P t) (P' t) * U t) * P 0 = 0 := by
  calc _ = P t * katoGenerator (P t) (P' t) * (U t * P 0) := by noncomm_ring
    _ = P t * katoGenerator (P t) (P' t) * (P t * U t) := by
        rw [transport_intertwines hP hU]
    _ = (P t * P' t * (P t * P t) - (P t * P t) * P' t * P t) * U t := by
        unfold katoGenerator
        noncomm_ring
    _ = 0 := by rw [hP.idem, sub_self, zero_mul]

/-- The matrix `!![c², cs; cs, s²]`, for given numbers `c` and `s`. -/
def lineProjector (c s : ℂ) : Matrix (Fin 2) (Fin 2) ℂ := !![c * c, c * s; c * s, s * s]

/-- The matrix `!![-2cs, c² - s²; c² - s², 2cs]`, for given numbers `c` and `s`. -/
def lineVelocity (c s : ℂ) : Matrix (Fin 2) (Fin 2) ℂ :=
  !![-(2 * (c * s)), c * c - s * s; c * c - s * s, 2 * (c * s)]

/-- The projector onto a line turning in the plane is a projector path, and the rotation
matrix is its Kato transport. -/
theorem kato_transport_witness :
    IsProjectorPath (fun t => lineProjector (Real.cos t) (Real.sin t))
        (fun t => lineVelocity (Real.cos t) (Real.sin t)) ∧
      IsKatoTransport (fun t => lineProjector (Real.cos t) (Real.sin t))
        (fun t => lineVelocity (Real.cos t) (Real.sin t))
        (fun t => !![(Real.cos t : ℂ), -(Real.sin t : ℂ); (Real.sin t : ℂ), (Real.cos t : ℂ)]) := by
  have hc (t : ℝ) : HasDerivAt (fun s : ℝ => (Real.cos s : ℂ)) (-(Real.sin t : ℂ)) t :=
    (Real.hasDerivAt_cos t).ofReal_comp.congr_deriv (Complex.ofReal_neg _)
  have hs (t : ℝ) : HasDerivAt (fun s : ℝ => (Real.sin s : ℂ)) (Real.cos t : ℂ) t :=
    (Real.hasDerivAt_sin t).ofReal_comp
  have one (t : ℝ) : (Real.sin t : ℂ) * Real.sin t + Real.cos t * Real.cos t = 1 := by
    have hr : Real.sin t * Real.sin t + Real.cos t * Real.cos t = 1 := by
      linear_combination Real.sin_sq_add_cos_sq t
    rw [← Complex.ofReal_mul, ← Complex.ofReal_mul, ← Complex.ofReal_add, hr,
      Complex.ofReal_one]
  -- the generator is the constant generator of plane rotations
  have gen (c s : ℂ) (h : s * s + c * c = 1) :
      katoGenerator (lineProjector c s) (lineVelocity c s) = !![0, -1; 1, 0] := by
    ext i j
    fin_cases i <;> fin_cases j <;>
      simp [katoGenerator, lineProjector, lineVelocity]
    · ring
    · linear_combination (-(c * c + s * s + 1)) * h
    · linear_combination (c * c + s * s + 1) * h
    · ring
  refine ⟨⟨fun t => ?_, fun t => ?_, fun t => ?_⟩, ⟨fun t => ?_, ?_⟩⟩
  · have h1 := ((hc t).fun_mul (hc t)).congr_deriv
      (g' := -(2 * ((Real.cos t : ℂ) * Real.sin t))) (by ring)
    have h2 := ((hc t).fun_mul (hs t)).congr_deriv
      (g' := (Real.cos t : ℂ) * Real.cos t - Real.sin t * Real.sin t) (by ring)
    have h3 := ((hs t).fun_mul (hs t)).congr_deriv
      (g' := 2 * ((Real.cos t : ℂ) * Real.sin t)) (by ring)
    intro i j
    fin_cases i <;> fin_cases j
    exacts [h1, h2, h2, h3]
  · ext i j
    fin_cases i <;> fin_cases j <;>
      simp [lineProjector, -Complex.ofReal_cos, -Complex.ofReal_sin]
  · have h := one t
    generalize (Real.cos t : ℂ) = c at h ⊢
    generalize (Real.sin t : ℂ) = s at h ⊢
    have e1 : c * c * (c * c) + c * s * (c * s) = c * c := by linear_combination c * c * h
    have e2 : c * c * (c * s) + c * s * (s * s) = c * s := by linear_combination c * s * h
    have e3 : c * s * (c * c) + s * s * (c * s) = c * s := by linear_combination c * s * h
    have e4 : c * s * (c * s) + s * s * (s * s) = s * s := by linear_combination s * s * h
    simp only [lineProjector, Matrix.mul_fin_two, e1, e2, e3, e4]
  · have hJ (c s : ℂ) : !![0, -1; 1, 0] * !![c, -s; s, c] = !![-s, -c; c, -s] := by
      simp
    simp only [gen _ _ (one t), hJ]
    intro i j
    fin_cases i <;> fin_cases j
    exacts [hc t, (hs t).fun_neg, hs t, hc t]
  · simp [Matrix.one_fin_two]

end

end KatoTransport
```

```lean
#print axioms KatoTransport.kato_transport
#print axioms KatoTransport.transport_parallel
```

```
'KatoTransport.kato_transport' depends on axioms: [propext, Classical.choice, Quot.sound]
'KatoTransport.transport_parallel' depends on axioms: [propext, Classical.choice, Quot.sound]
```

## How the proof follows the calculation

`HasMatrixDeriv.mul` and `HasMatrixDeriv.conjTranspose` supply the product and adjoint rules. `eq_initial_of_deriv_zero` turns a vanishing derivative into a conserved matrix by applying the scalar result to each entry.

In `projector_response`, the product rule differentiates \(P^2\), and idempotency rewrites that path as \(P\) itself. The path then has two expressions for its derivative, which `unique` identifies. The sandwiched relation has the form \(X=X+X\), and cancellation gives \(X=0\). `katoGenerator_antiHermitian` treats \(P^\dagger=P\) in the same way.

`katoGenerator_commutator` expands \(AP-PA\) with `noncomm_ring`, which rearranges products without commuting the factors, and then inserts the two projector identities. In `kato_transport`, each equation named `z` shows that the derivative of a conserved product is zero; the initial condition `hU.init` then fixes its value.

`transport_intertwines` obtains \(UU^\dagger=1\) from `mul_eq_one_comm`, where finite dimension matters. `transport_parallel` uses the intertwining relation to place \(A\) between two copies of \(P\).

Finally, `kato_transport_witness` verifies every hypothesis for the turning line at all \(t\). Its step `gen` shows that the generator is the constant matrix found in the numerical example, and the derivatives of sine and cosine confirm that the rotation solves the transport equation.
